# Recovering a unit quaternion from a rotation matrix with 1 + tr R > 0

**A:** Let $R$ be a real $3\times3$ matrix with $R^TR=1$, $\det R=1$ and $t=\operatorname{tr}R>-1$. With indices running over $0,1,2$, set

$$s=\tfrac12\sqrt{1+t},\qquad w=(R_{21}-R_{12},\;R_{02}-R_{20},\;R_{10}-R_{01}),\qquad u_i=\frac{w_i}{4s}.$$

Then $q=s+u_0\mathbf i+u_1\mathbf j+u_2\mathbf k$ has unit norm and its standard rotation matrix is $R$. The only other unit quaternion with that matrix is $-q$.

In Lean 4 with Mathlib:

```lean
import Mathlib

open Matrix Quaternion

namespace QuaternionFromRotation

noncomputable section
```

**Q:** What counts as a rotation here? A reflection is orthogonal too.

**A:** The determinant condition excludes it. `IsRotation` asks for both properties, over the real numbers.

```lean
/-- A proper rotation of space: a real orthogonal 3×3 matrix of determinant one. -/
def IsRotation (R : Matrix (Fin 3) (Fin 3) ℝ) : Prop :=
  Rᵀ * R = 1 ∧ R.det = 1
```

**Q:** And "standard rotation matrix"? Sign conventions differ between codes.

**A:** The file fixes one by writing out all nine entries. The components $s,u_0,u_1,u_2$ are `re`, `imI`, `imJ`, `imK`.

```lean
/-- The standard rotation matrix of a quaternion, quadratic in its four components. -/
def rotMat (q : ℍ[ℝ]) : Matrix (Fin 3) (Fin 3) ℝ :=
  !![q.re ^ 2 + q.imI ^ 2 - q.imJ ^ 2 - q.imK ^ 2,
      2 * (q.imI * q.imJ - q.re * q.imK), 2 * (q.imI * q.imK + q.re * q.imJ);
    2 * (q.imI * q.imJ + q.re * q.imK),
      q.re ^ 2 - q.imI ^ 2 + q.imJ ^ 2 - q.imK ^ 2, 2 * (q.imJ * q.imK - q.re * q.imI);
    2 * (q.imI * q.imK - q.re * q.imJ), 2 * (q.imJ * q.imK + q.re * q.imI),
      q.re ^ 2 - q.imI ^ 2 - q.imJ ^ 2 + q.imK ^ 2]
```

**Q:** That is a table of polynomials. Where is the rotation of a vector?

**A:** A vector $v$ becomes a quaternion with zero scalar part. The remaining definitions are $w$, $s$ and the quaternion $q$ built from them.

```lean
/-- A vector of space regarded as a quaternion without scalar part. -/
def pureQuat (v : Fin 3 → ℝ) : ℍ[ℝ] := ⟨0, v 0, v 1, v 2⟩

/-- The axial vector built from the antisymmetric part of a matrix. -/
def axial (R : Matrix (Fin 3) (Fin 3) ℝ) : Fin 3 → ℝ :=
  ![R 2 1 - R 1 2, R 0 2 - R 2 0, R 1 0 - R 0 1]

/-- The scalar part `√(1 + tr R) / 2` read off from a matrix. -/
def scalarPart (R : Matrix (Fin 3) (Fin 3) ℝ) : ℝ := √(1 + R.trace) / 2

/-- The quaternion read off from a matrix: its vector part is the axial vector
divided by four times the scalar part. -/
def quatOf (R : Matrix (Fin 3) (Fin 3) ℝ) : ℍ[ℝ] :=
  ⟨scalarPart R, axial R 0 / (4 * scalarPart R), axial R 1 / (4 * scalarPart R),
    axial R 2 / (4 * scalarPart R)⟩
```

The link to the physics is $q\,v\,q^*=R(q)\,v$, where $R(q)$ is the table above and `star` is conjugation. This is the active convention, with the matrix acting on column vectors. The proof compares the four components of both sides and expands.

```lean
/-- Sandwiching a vector between a quaternion and its conjugate acts on the vector
as the standard rotation matrix. -/
theorem sandwich_eq_rotMat (q : ℍ[ℝ]) (v : Fin 3 → ℝ) :
    q * pureQuat v * star q = pureQuat (rotMat q *ᵥ v) := by
  have h0 : ∀ w, (pureQuat w).re = 0 := fun _ => rfl
  have h1 : ∀ w, (pureQuat w).imI = w 0 := fun _ => rfl
  have h2 : ∀ w, (pureQuat w).imJ = w 1 := fun _ => rfl
  have h3 : ∀ w, (pureQuat w).imK = w 2 := fun _ => rfl
  ext <;> simp [h0, h1, h2, h3, rotMat, dotProduct, Fin.sum_univ_three] <;> ring
```

**Q:** Does a unit quaternion always give a proper rotation in your sense?

**A:** Yes. Put $N=s^2+u_0^2+u_1^2+u_2^2$, which is `normSq q`. Expanding gives $R(q)^TR(q)=N^2\,1$ and $\det R(q)=N^3$, so $N=1$ suffices. The long factors in the code come from $N^2-1=(N+1)(N-1)$ and $N^3-1=(N^2+N+1)(N-1)$.

```lean
/-- The standard matrix of a unit quaternion is a proper rotation. -/
theorem isRotation_rotMat (q : ℍ[ℝ]) (h : normSq q = 1) : IsRotation (rotMat q) := by
  rw [Quaternion.normSq_def'] at h
  constructor
  · ext i j
    fin_cases i <;> fin_cases j <;>
      simp [rotMat, Matrix.mul_apply, Fin.sum_univ_three] <;>
      first
        | ring1
        | linear_combination (q.re ^ 2 + q.imI ^ 2 + q.imJ ^ 2 + q.imK ^ 2 + 1) * h
  · rw [Matrix.det_fin_three]
    simp [rotMat]
    linear_combination ((q.re ^ 2 + q.imI ^ 2 + q.imJ ^ 2 + q.imK ^ 2) ^ 2
      + (q.re ^ 2 + q.imI ^ 2 + q.imJ ^ 2 + q.imK ^ 2) + 1) * h
```

Every entry is quadratic, so $q$ and $-q$ share a matrix.

```lean
/-- A quaternion and its negative have the same rotation matrix. -/
theorem rotMat_neg (q : ℍ[ℝ]) : rotMat (-q) = rotMat q := by
  simp [rotMat]
```

The diagonal entries add up to $3s^2-(u_0^2+u_1^2+u_2^2)$. At unit norm this is $4s^2-1$, hence $1+\operatorname{tr}R(q)=4s^2$.

```lean
/-- For a unit quaternion, one plus the trace of its rotation matrix is four times
the square of the scalar part. -/
theorem one_add_trace_rotMat (q : ℍ[ℝ]) (h : normSq q = 1) :
    1 + (rotMat q).trace = 4 * q.re ^ 2 := by
  rw [Quaternion.normSq_def'] at h
  rw [Matrix.trace_fin_three]
  simp [rotMat]
  linear_combination -h
```

**Q:** That runs from quaternion to matrix. I doubt the other direction: why should $w$, which sees only the antisymmetric part of $R$, have the right length?

**A:** Because orthogonality and $\det R=1$ together tie the two parts to each other:

$$w_iw_j=(1+t)\bigl(R_{ij}+R_{ji}+(1-t)\delta_{ij}\bigr).$$

First, $\operatorname{adj}R=R^TR\operatorname{adj}R=R^T\det R=R^T$, so each entry equals its own cofactor. For $i=j=0$, the cofactor relation $R_{12}R_{21}=R_{11}R_{22}-R_{00}$ gives

$$w_0^2=R_{21}^2+R_{12}^2-2R_{11}R_{22}+2R_{00}.$$

Adding the normalisations of rows 1 and 2 and subtracting that of column 0 gives $R_{12}^2+R_{21}^2=1+R_{00}^2-R_{11}^2-R_{22}^2$. Therefore

$$w_0^2=(1+R_{00})^2-(R_{11}+R_{22})^2=(1+t)(2R_{00}+1-t).$$

For $i=0$, $j=1$, expand

$$w_0w_1=R_{21}R_{02}+R_{12}R_{20}-R_{20}R_{21}-R_{02}R_{12}.$$

The cofactors give $R_{21}R_{02}=R_{10}+R_{01}R_{22}$ and $R_{12}R_{20}=R_{01}+R_{10}R_{22}$. Orthogonality of columns 0 and 1 gives $-R_{20}R_{21}=R_{00}R_{01}+R_{10}R_{11}$, and that of rows 0 and 1 gives $-R_{02}R_{12}=R_{00}R_{10}+R_{01}R_{11}$. The sum is $(1+t)(R_{01}+R_{10})$. The other cases follow by cyclic relabelling and the symmetry in $i,j$.

In the code, `k` is the cofactor identity, `c` and `r` are the normalisations of columns and rows, and `c'` and `r'` are their orthogonality relations. Each `linear_combination` line is one of these sums.

```lean
/-- For a rotation, the products of the components of the axial vector are fixed by
the trace and the symmetric part of the matrix. -/
theorem axial_mul_axial {R : Matrix (Fin 3) (Fin 3) ℝ} (hR : IsRotation R) (i j : Fin 3) :
    axial R i * axial R j = (1 + R.trace) *
      (R i j + R j i + (1 - R.trace) * (1 : Matrix (Fin 3) (Fin 3) ℝ) i j) := by
  obtain ⟨h, hd⟩ := hR
  have h' : R * Rᵀ = 1 := mul_eq_one_comm.mp h
  -- each entry of a rotation equals its own cofactor
  have k : R.adjugate = Rᵀ := by
    calc R.adjugate = (Rᵀ * R) * R.adjugate := by rw [h, one_mul]
      _ = Rᵀ := by rw [Matrix.mul_assoc, Matrix.mul_adjugate, hd, one_smul, Matrix.mul_one]
  rw [Matrix.adjugate_fin_three] at k
  have k00 := congrFun (congrFun k 0) 0
  have k11 := congrFun (congrFun k 1) 1
  have k22 := congrFun (congrFun k 2) 2
  have k01 := congrFun (congrFun k 0) 1
  have k10 := congrFun (congrFun k 1) 0
  have k02 := congrFun (congrFun k 0) 2
  have k20 := congrFun (congrFun k 2) 0
  have k12 := congrFun (congrFun k 1) 2
  have k21 := congrFun (congrFun k 2) 1
  simp at k00 k11 k22 k01 k10 k02 k20 k12 k21
  -- columns and rows are orthonormal
  have c : ∀ a, R 0 a * R 0 a + R 1 a * R 1 a + R 2 a * R 2 a = 1 := fun a => by
    simpa [Matrix.mul_apply, Fin.sum_univ_three] using congrFun (congrFun h a) a
  have r : ∀ a, R a 0 * R a 0 + R a 1 * R a 1 + R a 2 * R a 2 = 1 := fun a => by
    simpa [Matrix.mul_apply, Fin.sum_univ_three] using congrFun (congrFun h' a) a
  have c' : ∀ a b, a ≠ b → R 0 a * R 0 b + R 1 a * R 1 b + R 2 a * R 2 b = 0 :=
    fun a b hab => by
      simpa [Matrix.mul_apply, Fin.sum_univ_three, Matrix.one_apply_ne hab] using
        congrFun (congrFun h a) b
  have r' : ∀ a b, a ≠ b → R a 0 * R b 0 + R a 1 * R b 1 + R a 2 * R b 2 = 0 :=
    fun a b hab => by
      simpa [Matrix.mul_apply, Fin.sum_univ_three, Matrix.one_apply_ne hab] using
        congrFun (congrFun h' a) b
  rw [Matrix.trace_fin_three]
  fin_cases i <;> fin_cases j <;> simp [axial] <;>
    first
      | linear_combination r 1 + r 2 - c 0 + 2 * k00
      | linear_combination r 2 + r 0 - c 1 + 2 * k11
      | linear_combination r 0 + r 1 - c 2 + 2 * k22
      | linear_combination k01 + k10 - c' 0 1 (by decide) - r' 0 1 (by decide)
      | linear_combination k02 + k20 - c' 0 2 (by decide) - r' 0 2 (by decide)
      | linear_combination k12 + k21 - c' 1 2 (by decide) - r' 1 2 (by decide)
```

**Q:** Now finish the extraction. I want the norm and the matrix, not just one of them.

**A:** Divide by $16s^2=4(1+t)$, which is positive by hypothesis. All the products of components become linear in $R$:

$$s^2=\frac{1+t}4,\qquad su_i=\frac{w_i}4,\qquad u_iu_j=\frac{R_{ij}+R_{ji}+(1-t)\delta_{ij}}4.$$

The norm is

$$s^2+\sum_iu_i^2=\frac{(1+t)+2t+3(1-t)}4=1.$$

For the matrix, a diagonal entry is

$$s^2+u_0^2-u_1^2-u_2^2=\frac{2t+2R_{00}-2R_{11}-2R_{22}}4=R_{00},$$

and an off-diagonal one is

$$2(u_0u_1-su_2)=\frac{(R_{01}+R_{10})-(R_{10}-R_{01})}2=R_{01}.$$

The remaining entries go the same way. The proof records the products as `e00` to `e33`, replaces `quatOf R` by a plain variable, and leaves the linear arithmetic to `linarith`.

```lean
/-- For a rotation matrix `R` with `1 + tr R > 0`, the quaternion read off from `R`
has unit norm and its standard rotation matrix is `R`. -/
theorem quatOf_spec {R : Matrix (Fin 3) (Fin 3) ℝ} (hR : IsRotation R)
    (hpos : 0 < 1 + R.trace) : normSq (quatOf R) = 1 ∧ rotMat (quatOf R) = R := by
  have h0 : 0 < scalarPart R := by
    unfold scalarPart
    have := Real.sqrt_pos.mpr hpos
    positivity
  have hs : 4 * scalarPart R ^ 2 = 1 + R.trace := by
    unfold scalarPart
    linear_combination Real.sq_sqrt hpos.le
  have hne : 4 * scalarPart R * (4 * scalarPart R) ≠ 0 := by positivity
  -- products of quaternion components are linear in the entries of R
  have pp : ∀ i j, axial R i / (4 * scalarPart R) * (axial R j / (4 * scalarPart R)) =
      (R i j + R j i + (1 - R.trace) * (1 : Matrix (Fin 3) (Fin 3) ℝ) i j) / 4 := by
    intro i j
    rw [div_mul_div_comm, div_eq_iff hne]
    linear_combination axial_mul_axial hR i j -
      (R i j + R j i + (1 - R.trace) * (1 : Matrix (Fin 3) (Fin 3) ℝ) i j) * hs
  have pd : ∀ i, axial R i / (4 * scalarPart R) * (axial R i / (4 * scalarPart R)) =
      (2 * R i i + 1 - R.trace) / 4 := fun i => by
    rw [pp, Matrix.one_apply_eq]; ring
  have po : ∀ i j, i ≠ j → axial R i / (4 * scalarPart R) *
      (axial R j / (4 * scalarPart R)) = (R i j + R j i) / 4 := fun i j hij => by
    rw [pp, Matrix.one_apply_ne hij]; ring
  have ps : ∀ i, scalarPart R * (axial R i / (4 * scalarPart R)) = axial R i / 4 :=
    fun i => by field_simp
  have e00 : 4 * (quatOf R).re ^ 2 = 1 + R.trace := hs
  have e11 : (quatOf R).imI * (quatOf R).imI = _ := pd 0
  have e22 : (quatOf R).imJ * (quatOf R).imJ = _ := pd 1
  have e33 : (quatOf R).imK * (quatOf R).imK = _ := pd 2
  have e12 : (quatOf R).imI * (quatOf R).imJ = _ := po 0 1 (by decide)
  have e13 : (quatOf R).imI * (quatOf R).imK = _ := po 0 2 (by decide)
  have e23 : (quatOf R).imJ * (quatOf R).imK = _ := po 1 2 (by decide)
  have e01 : (quatOf R).re * (quatOf R).imI = (R 2 1 - R 1 2) / 4 := ps 0
  have e02 : (quatOf R).re * (quatOf R).imJ = (R 0 2 - R 2 0) / 4 := ps 1
  have e03 : (quatOf R).re * (quatOf R).imK = (R 1 0 - R 0 1) / 4 := ps 2
  have ht := Matrix.trace_fin_three R
  clear pp pd po ps
  generalize quatOf R = q at *
  constructor
  · rw [Quaternion.normSq_def']
    linarith
  · ext i j
    fin_cases i <;> fin_cases j <;> simp [rotMat] <;> linarith
```

**Q:** Could some quite different unit quaternion give the same $R$?

**A:** Start from a unit quaternion with $s>0$. The trace formula returns $\tfrac12\sqrt{4s^2}=s$. The antisymmetric part of its matrix gives, for example, $w_0=2(u_1u_2+su_0)-2(u_1u_2-su_0)=4su_0$, and likewise $w_i=4su_i$ for the others. Dividing by $4s$ returns the original components.

```lean
/-- A unit quaternion with positive scalar part is recovered from its rotation matrix. -/
theorem quatOf_rotMat (q : ℍ[ℝ]) (h : normSq q = 1) (h0 : 0 < q.re) :
    quatOf (rotMat q) = q := by
  have hs : scalarPart (rotMat q) = q.re := by
    unfold scalarPart
    rw [one_add_trace_rotMat q h, show 4 * q.re ^ 2 = (2 * q.re) ^ 2 by ring,
      Real.sqrt_sq (by positivity)]
    ring
  have hne : 4 * q.re ≠ 0 := by positivity
  ext
  · exact hs
  · change axial (rotMat q) 0 / (4 * scalarPart (rotMat q)) = q.imI
    rw [hs, div_eq_iff hne]
    simp [axial, rotMat]
    ring
  · change axial (rotMat q) 1 / (4 * scalarPart (rotMat q)) = q.imJ
    rw [hs, div_eq_iff hne]
    simp [axial, rotMat]
    ring
  · change axial (rotMat q) 2 / (4 * scalarPart (rotMat q)) = q.imK
    rw [hs, div_eq_iff hne]
    simp [axial, rotMat]
    ring
```

Now let $p$ be any unit quaternion with matrix $R$. Since $1+t=4\,p_{\rm re}^2>0$, where $p_{\rm re}$ is its scalar part, that part is nonzero. If it is positive, $p$ is the extracted quaternion; if negative, the same argument applied to $-p$ shows that $p$ is minus the extracted one. Conversely, both signs work, by the norm and matrix just computed and the sign symmetry.

```lean
/-- For a rotation matrix `R` with `1 + tr R > 0`, the unit quaternions that represent `R`
are exactly the one read off from `R` and its negative. -/
theorem unit_quaternion_iff {R : Matrix (Fin 3) (Fin 3) ℝ} (hR : IsRotation R)
    (hpos : 0 < 1 + R.trace) (p : ℍ[ℝ]) :
    (normSq p = 1 ∧ rotMat p = R) ↔ (p = quatOf R ∨ p = -quatOf R) := by
  constructor
  · rintro ⟨hp, rfl⟩
    rw [one_add_trace_rotMat p hp] at hpos
    have hne : p.re ≠ 0 := by
      intro h
      simp [h] at hpos
    -- the sign of the scalar part selects the branch
    rcases lt_or_gt_of_ne hne with hlt | hgt
    · right
      have key := quatOf_rotMat (-p) (by rw [Quaternion.normSq_neg, hp]) (by simpa using hlt)
      rw [rotMat_neg] at key
      rw [key, neg_neg]
    · left
      exact (quatOf_rotMat p hp hgt).symm
  · obtain ⟨h1, h2⟩ := quatOf_spec hR hpos
    rintro (h | h)
    · rw [h]
      exact ⟨h1, h2⟩
    · rw [h, Quaternion.normSq_neg, rotMat_neg]
      exact ⟨h1, h2⟩

end

end QuaternionFromRotation
```

```lean
#print axioms QuaternionFromRotation.sandwich_eq_rotMat
#print axioms QuaternionFromRotation.isRotation_rotMat
#print axioms QuaternionFromRotation.unit_quaternion_iff
```

```
'QuaternionFromRotation.sandwich_eq_rotMat' depends on axioms: [propext, Classical.choice, Quot.sound]
'QuaternionFromRotation.isRotation_rotMat' depends on axioms: [propext, Classical.choice, Quot.sound]
'QuaternionFromRotation.unit_quaternion_iff' depends on axioms: [propext, Classical.choice, Quot.sound]
```

**Q:** What does the condition $1+\operatorname{tr}R>0$ remove physically?

**A:** The half-turns. A rotation by angle $\theta$ has $1+\operatorname{tr}R=4\cos^2(\theta/2)$, which vanishes at $\theta=\pi$. There $s=0$ and $w=0$, so the axis has to be read from the symmetric part of $R$ by another formula.

**Q:** So may I use this in a rigid-body simulation?

**A:** It justifies converting a molecule's orientation matrix to a quaternion in exact real arithmetic, away from half-turns. A matrix that has drifted from orthogonality fails the hypothesis, and close to a half-turn the division by a small $s$ amplifies rounding errors. Along a trajectory, the choice $s>0$ can also make the quaternion jump in sign when the motion passes through a half-turn, although the physical orientation is continuous.
